# A series bilayer can beat its better layer in power factor, but not in figure of merit

Take a layer with Seebeck coefficient S, electrical resistivity ρ and thermal conductivity k, all positive and independent of temperature. Put behind it an equally thick layer that has no Seebeck effect but conducts both charge and heat nine times better: its coefficients are 0, ρ/9 and 9k. The same heat flux crosses both layers, so the temperature drops are in the ratio 9 : 1, and nine tenths of the total drop falls where it produces a voltage. The stack has Seebeck coefficient

0.9 S.

With contact resistance and Peltier heat at the interface neglected, its resistivity is the average of the two,

(ρ + ρ/9)/2 = 5ρ/9,

and its thermal conductivity is total thickness over total thermal resistance,

2/(1/k + 1/(9k)) = 9k/5.

The power factor, Seebeck coefficient squared over resistivity, is therefore

0.81 S² / (5ρ/9) = 1.458 S²/ρ,

which is 46 % more than the first layer has, although the second layer has a power factor of zero. The product of resistivity and thermal conductivity is still ρk, so the figure of merit is

0.81 S²/(ρk),

a loss of 19 %. The second layer adds thickness but little resistance. This nearly halves the resistivity and nearly doubles the thermal conductivity, and only the first of these changes enters the power factor.

## Effective coefficients from a common heat flux

Let layer i have thickness dᵢ and coefficients Sᵢ, ρᵢ, kᵢ, with thicknesses and conductivities positive. In steady one-dimensional conduction with no electric current, a single heat flux q crosses every layer. Fourier's law gives the temperature drop ΔTᵢ:

q = kᵢ ΔTᵢ/dᵢ, so ΔTᵢ = q rᵢ with rᵢ = dᵢ/kᵢ.

Here rᵢ is the thermal resistance of unit area. Write R = Σ rᵢ and L = Σ dᵢ. The total drop is ΣΔTᵢ = qR, and the open-circuit voltage, up to an overall sign convention, is

Σ Sᵢ ΔTᵢ = q Σ rᵢ Sᵢ = (Σ rᵢ Sᵢ / R) ΣΔTᵢ.

The bracket is the effective Seebeck coefficient, an average weighted by thermal resistance. Also

q = ΣΔTᵢ/R = (L/R)(ΣΔTᵢ/L),

so the effective thermal conductivity is L/R. For the resistivity, the ohmic resistances dᵢρᵢ of unit area add to P = Σ dᵢρᵢ, and a single slab of thickness L with that resistance has resistivity P/L.

## The bilayer and its threshold

Now take two layers of thickness d with coefficients (S, ρ, k) and (0, ρ/t, tk), where ρ and t are positive. Both have the same product of resistivity and thermal conductivity, as do two metals at one temperature that obey the Wiedemann–Franz law with the same Lorenz number. The total thermal resistance is

R = d/k + d/(tk) = d(t + 1)/(tk),

and the effective coefficients are

Seebeck coefficient: (d/k)S/R = S t/(t + 1),

resistivity: (ρ + ρ/t)/2 = ρ(t + 1)/(2t),

thermal conductivity: 2d/R = 2kt/(t + 1).

The thickness d has cancelled. The power factor follows:

S² (t/(t + 1))² · 2t/(ρ(t + 1)) = 2 (t/(t + 1))³ S²/ρ.

In the figure of merit the last two coefficients multiply to ρk, which leaves

(t/(t + 1))² S²/(ρk).

This is below S²/(ρk) for every t > 0 when S ≠ 0. For the power factor, set c = 2^(1/3), so that the gain factor is the cube of ct/(t + 1). It exceeds 1 exactly when

ct > t + 1, that is, t > 1/(c − 1) ≈ 3.85.

At t = 3 the factor is 27/32, a loss; at t = 4 it is 1.024, a slight gain.

## A bound for any series stack

In this model, whose coefficients do not depend on temperature, no series stack has a higher figure of merit than its best layer. Segmented legs, in which each material is chosen for its own part of a wide temperature range, are outside the model. With positive resistivities as well, the effective figure of merit of a general stack is

(Σ rᵢSᵢ/R)² / ((P/L)(L/R)) = (Σ rᵢSᵢ)²/(RP).

The Cauchy–Schwarz inequality with weights rᵢ gives

(Σ rᵢSᵢ)² ≤ R Σ rᵢSᵢ².

If every layer satisfies Sᵢ²/(ρᵢkᵢ) ≤ Z, then rᵢSᵢ² ≤ Z rᵢρᵢkᵢ = Z dᵢρᵢ, and summing gives Σ rᵢSᵢ² ≤ ZP. Hence the effective figure of merit is at most Z. A single layer reaches its own value.

For simulation practice this means that, within a model of stacked slabs with constant coefficients, ranking candidates by computed power factor can favour a stack whose figure of merit is lower than that of one of its layers.

## Materials and stacks in Lean

```lean
import Mathlib

open Finset

namespace SeriesThermoelectric

noncomputable section
```

A material is a triple of real numbers. The type imposes no signs; positivity appears as a hypothesis of each theorem that uses it.

```lean
/-- The transport coefficients of a material: Seebeck coefficient, electrical resistivity
and thermal conductivity. -/
structure Material where
  seebeck : ℝ
  resistivity : ℝ
  conductivity : ℝ
```

The two quantities to be compared are functions of a material.

```lean
/-- The power factor `S² / ρ`, for nonzero resistivity. -/
def powerFactor (m : Material) : ℝ := m.seebeck ^ 2 / m.resistivity
```

The figure of merit is the one with units of inverse temperature. Multiplying it by the absolute temperature gives the dimensionless version.

```lean
/-- The figure of merit per kelvin, `S² / (ρ k)`, for nonzero resistivity and conductivity. -/
def figureOfMerit (m : Material) : ℝ :=
  m.seebeck ^ 2 / (m.resistivity * m.conductivity)
```

The function `series` takes thicknesses `d` and materials `m`, indexed by any finite type `ι`, and returns the effective material. Its fields are Σ rᵢSᵢ/R, P/L and L/R.

```lean
/-- Effective coefficients of layers of thickness `d i` in series: Seebeck coefficients weighted
by thermal resistance, resistivities averaged over thickness, and total thickness over total
thermal resistance. The stack is nonempty, with positive thicknesses and conductivities. -/
def series {ι : Type*} [Fintype ι] (d : ι → ℝ) (m : ι → Material) : Material where
  seebeck := (∑ i, d i / (m i).conductivity * (m i).seebeck) / ∑ i, d i / (m i).conductivity
  resistivity := (∑ i, d i * (m i).resistivity) / ∑ i, d i
  conductivity := (∑ i, d i) / ∑ i, d i / (m i).conductivity
```

The resistivity field counts ohmic resistance only. When a current flows, Peltier heat at an interface between different Seebeck coefficients shifts the interface temperature and so changes the voltage; the model leaves this out, together with contact resistances and any temperature dependence of the coefficients.

The bilayer is the instance with index type `Fin 2` and a constant thickness.

```lean
/-- Two layers of equal thickness `d` in series, `(S, ρ, k)` and `(0, ρ/t, t k)`,
for positive `d`, `k` and `t`. -/
def bilayer (d S ρ k t : ℝ) : Material :=
  series (fun _ : Fin 2 => d) ![⟨S, ρ, k⟩, ⟨0, ρ / t, t * k⟩]
```

## Voltage and heat flux of the stack

The next theorem justifies two of the three effective coefficients. Its hypothesis `hq` is Fourier's law with the same flux `q` in every layer. The conclusion is that the summed Seebeck voltages equal the effective Seebeck coefficient times the total temperature drop, and that `q` obeys Fourier's law for one slab with the effective conductivity and the total thickness. The averaged resistivity is part of the definition and is not derived here.

```lean
/-- If the same heat flux `q` crosses all layers of a nonempty stack by Fourier's law, with positive
thicknesses and conductivities, then the summed Seebeck voltages and the heat flux are those of one
slab with the effective coefficients, the total thickness and the total temperature drop. -/
theorem series_voltage_and_heat {ι : Type*} [Fintype ι] [Nonempty ι]
    (d ΔT : ι → ℝ) (m : ι → Material) (q : ℝ) (hd : ∀ i, 0 < d i)
    (hk : ∀ i, 0 < (m i).conductivity)
    (hq : ∀ i, (m i).conductivity * (ΔT i / d i) = q) :
    ∑ i, (m i).seebeck * ΔT i = (series d m).seebeck * ∑ i, ΔT i ∧
      q = (series d m).conductivity * ((∑ i, ΔT i) / ∑ i, d i) := by
  have hR : (∑ i, d i / (m i).conductivity) ≠ 0 :=
    (sum_pos (fun i _ => div_pos (hd i) (hk i)) univ_nonempty).ne'
  have hL : (∑ i, d i) ≠ 0 := (sum_pos (fun i _ => hd i) univ_nonempty).ne'
  -- each temperature drop is the flux times the thermal resistance
  have hT : ∀ i, ΔT i = q * (d i / (m i).conductivity) := by
    intro i
    have h1 := (hd i).ne'
    have h2 := (hk i).ne'
    rw [← hq i]
    field_simp
  have hsum : ∑ i, ΔT i = q * ∑ i, d i / (m i).conductivity := by
    rw [mul_sum]
    exact sum_congr rfl fun i _ => hT i
  have hV : ∑ i, (m i).seebeck * ΔT i
      = q * ∑ i, d i / (m i).conductivity * (m i).seebeck := by
    rw [mul_sum]
    refine sum_congr rfl fun i _ => ?_
    rw [hT i]
    ring
  rw [hV, hsum]
  simp only [series]
  constructor
  · rw [div_mul_eq_mul_div, eq_div_iff hR]
    ring
  · rw [div_mul_div_comm, eq_div_iff (mul_ne_zero hR hL)]
    ring
```

The facts `hR` and `hL` say that R and L are nonzero, which uses the nonemptiness of the stack. Then `hT` solves Fourier's law for each temperature drop, `hsum` adds the drops, and `hV` adds the voltages. After these are substituted, each half of the conclusion is an identity between fractions, settled by clearing R or RL from the denominator.

## The bilayer formulas

The three effective coefficients are stated as one equality of materials. The thickness `d` is absent from the right-hand side, and no sign is needed for `S` or `ρ`.

```lean
/-- The effective coefficients of the bilayer, for positive `d`, `k` and `t`. -/
theorem bilayer_eq {d k t : ℝ} (S ρ : ℝ) (hd : 0 < d) (hk : 0 < k) (ht : 0 < t) :
    bilayer d S ρ k t =
      ⟨S * (t / (t + 1)), ρ * (t + 1) / (2 * t), 2 * k * t / (t + 1)⟩ := by
  have ht1 : t + 1 ≠ 0 := by positivity
  have h1 : d / k + d / (t * k) = d * (t + 1) / (t * k) := by
    field_simp
  have h2 : d + d = 2 * d := by ring
  simp only [bilayer, series, Fin.sum_univ_two, Matrix.cons_val_zero, Matrix.cons_val_one,
    Matrix.cons_val_fin_one, Material.mk.injEq, mul_zero, add_zero]
  rw [h1, h2]
  refine ⟨?_, ?_, ?_⟩ <;> field_simp
```

The step `h1` is the total thermal resistance computed above. The `simp only` call writes the sums over two layers as explicit two-term sums and splits the equality into its three fields, which `field_simp` then proves.

Both product formulas follow by inserting these coefficients into the definitions.

```lean
/-- The bilayer's power factor is `2 (t/(t+1))³` times that of its first layer, for positive
`d`, `ρ`, `k` and `t`. -/
theorem powerFactor_bilayer {d ρ k t : ℝ} (S : ℝ) (hd : 0 < d) (hρ : 0 < ρ) (hk : 0 < k)
    (ht : 0 < t) :
    powerFactor (bilayer d S ρ k t) = 2 * (t / (t + 1)) ^ 3 * (S ^ 2 / ρ) := by
  have ht1 : t + 1 ≠ 0 := by positivity
  rw [bilayer_eq S ρ hd hk ht]
  simp only [powerFactor]
  field_simp

/-- The bilayer's figure of merit is `(t/(t+1))²` times that of its first layer, for positive
`d`, `ρ`, `k` and `t`. -/
theorem figureOfMerit_bilayer {d ρ k t : ℝ} (S : ℝ) (hd : 0 < d) (hρ : 0 < ρ) (hk : 0 < k)
    (ht : 0 < t) :
    figureOfMerit (bilayer d S ρ k t) = (t / (t + 1)) ^ 2 * (S ^ 2 / (ρ * k)) := by
  have ht1 : t + 1 ≠ 0 := by positivity
  rw [bilayer_eq S ρ hd hk ht]
  simp only [figureOfMerit]
  field_simp
```

## Gain and loss side by side

The main theorem joins two statements about the same bilayer. The first is an equivalence: the power factor exceeds that of the first layer if and only if `t` lies above 1/(2^(1/3) − 1). The second is the strict loss in figure of merit, for every positive `t`. The hypothesis `hS` excludes S = 0, where both figures of merit vanish and the strict loss fails.

```lean
/-- For positive `d`, `ρ`, `k`, `t` and nonzero `S`, the bilayer has a larger power factor than
its first layer exactly when `t > 1/(2^(1/3) - 1)`, while its figure of merit is always smaller. -/
theorem powerFactor_gain_and_merit_loss {d S ρ k t : ℝ} (hd : 0 < d) (hS : S ≠ 0)
    (hρ : 0 < ρ) (hk : 0 < k) (ht : 0 < t) :
    (powerFactor ⟨S, ρ, k⟩ < powerFactor (bilayer d S ρ k t) ↔
      1 / ((2 : ℝ) ^ (1 / 3 : ℝ) - 1) < t) ∧
    figureOfMerit (bilayer d S ρ k t) < figureOfMerit ⟨S, ρ, k⟩ := by
  have ht1 : 0 < t + 1 := by positivity
  constructor
  · obtain ⟨c, hc⟩ : ∃ c : ℝ, c = (2 : ℝ) ^ (1 / 3 : ℝ) := ⟨_, rfl⟩
    have hc3 : c ^ 3 = 2 := by
      rw [hc, ← Real.rpow_natCast, ← Real.rpow_mul (by norm_num)]
      norm_num
    have hc1 : 1 < c := by
      rw [hc]
      exact Real.one_lt_rpow (by norm_num) (by norm_num)
    have hp : 0 < S ^ 2 / ρ := by positivity
    -- the gain factor is a perfect cube
    have hcube : 2 * (t / (t + 1)) ^ 3 = (c * t / (t + 1)) ^ 3 := by
      rw [div_pow, div_pow, mul_pow, hc3]
      ring
    have hy : 0 ≤ c * t / (t + 1) := by positivity
    rw [← hc, powerFactor_bilayer S hd hρ hk ht]
    simp only [powerFactor]
    rw [lt_mul_iff_one_lt_left hp, hcube, one_lt_pow_iff_of_nonneg hy (by norm_num),
      one_lt_div ht1, div_lt_iff₀ (sub_pos.mpr hc1)]
    constructor <;> intro h <;> nlinarith
  · rw [figureOfMerit_bilayer S hd hρ hk ht]
    simp only [figureOfMerit]
    have hx : t / (t + 1) < 1 := by
      rw [div_lt_one ht1]
      linarith
    exact mul_lt_of_lt_one_left (by positivity)
      (pow_lt_one₀ (by positivity) hx (by norm_num))
```

In the first half, `c` names the cube root of 2, with `hc3` recording c³ = 2 and `hc1` recording c > 1. The step `hcube` writes the gain factor as the cube of ct/(t + 1). The chain of rewrites divides out the positive factor S²/ρ, removes the cube and clears the denominators. What remains is the equivalence of t + 1 < ct and 1 < t(c − 1), which `nlinarith` proves in each direction. In the second half, `hx` states t/(t + 1) < 1; its square is then also below 1, and multiplying the positive first-layer value by it makes that value smaller.

## The bound in Lean

The last theorem covers every nonempty finite stack with positive thicknesses, resistivities and thermal conductivities; the Seebeck coefficients may have any signs. The number `Z` is any common upper bound on the layers' figures of merit, so the largest of them may be chosen. For the bilayer this choice is the first layer's value, and the explicit formula sharpens the inequality to a strict one when S ≠ 0.

```lean
/-- In a nonempty series stack with positive thicknesses, resistivities and conductivities, any
common upper bound on the layers' figures of merit also bounds the effective one. -/
theorem figureOfMerit_series_le {ι : Type*} [Fintype ι] [Nonempty ι]
    (d : ι → ℝ) (m : ι → Material) (Z : ℝ) (hd : ∀ i, 0 < d i)
    (hρ : ∀ i, 0 < (m i).resistivity) (hk : ∀ i, 0 < (m i).conductivity)
    (hZ : ∀ i, figureOfMerit (m i) ≤ Z) :
    figureOfMerit (series d m) ≤ Z := by
  have hR : 0 < ∑ i, d i / (m i).conductivity :=
    sum_pos (fun i _ => div_pos (hd i) (hk i)) univ_nonempty
  have hL : 0 < ∑ i, d i := sum_pos (fun i _ => hd i) univ_nonempty
  have hP : 0 < ∑ i, d i * (m i).resistivity :=
    sum_pos (fun i _ => mul_pos (hd i) (hρ i)) univ_nonempty
  -- Cauchy-Schwarz with the thermal resistances as weights
  have hCS : (∑ i, d i / (m i).conductivity * (m i).seebeck) ^ 2 ≤
      (∑ i, d i / (m i).conductivity) *
        ∑ i, d i / (m i).conductivity * (m i).seebeck ^ 2 := by
    apply sum_sq_le_sum_mul_sum_of_sq_le_mul
    · exact fun i _ => (div_pos (hd i) (hk i)).le
    · exact fun i _ => mul_nonneg (div_pos (hd i) (hk i)).le (sq_nonneg _)
    · intro i _
      exact le_of_eq (by ring)
  -- the bound on each layer, summed over the stack
  have hB : ∑ i, d i / (m i).conductivity * (m i).seebeck ^ 2 ≤
      Z * ∑ i, d i * (m i).resistivity := by
    rw [mul_sum]
    refine sum_le_sum fun i _ => ?_
    have h := (div_le_iff₀ (mul_pos (hρ i) (hk i))).mp (hZ i)
    have hki := (hk i).ne'
    calc d i / (m i).conductivity * (m i).seebeck ^ 2
        ≤ d i / (m i).conductivity * (Z * ((m i).resistivity * (m i).conductivity)) :=
          mul_le_mul_of_nonneg_left h (div_pos (hd i) (hk i)).le
      _ = Z * (d i * (m i).resistivity) := by field_simp
  have key : ∀ N R P L : ℝ, R ≠ 0 → P ≠ 0 → L ≠ 0 →
      (N / R) ^ 2 / (P / L * (L / R)) = N ^ 2 / (R * P) := by
    intro N R P L h1 h2 h3
    field_simp
  simp only [figureOfMerit, series]
  rw [key _ _ _ _ hR.ne' hP.ne' hL.ne', div_le_iff₀ (mul_pos hR hP)]
  have hfin := mul_le_mul_of_nonneg_left hB hR.le
  linarith

end

end SeriesThermoelectric
```

The step `hCS` is the weighted Cauchy–Schwarz inequality, obtained from Mathlib's version for two nonnegative families, here rᵢ and rᵢSᵢ². The step `hB` turns the bound on each layer into rᵢSᵢ² ≤ Z dᵢρᵢ and sums it. The identity `key` cancels L and brings the effective figure of merit to the form (Σ rᵢSᵢ)²/(RP). Multiplying `hB` by R and combining it with `hCS` completes the proof.

```lean
#print axioms SeriesThermoelectric.series_voltage_and_heat
#print axioms SeriesThermoelectric.powerFactor_gain_and_merit_loss
#print axioms SeriesThermoelectric.figureOfMerit_series_le
```

```
'SeriesThermoelectric.series_voltage_and_heat' depends on axioms: [propext, Classical.choice, Quot.sound]
'SeriesThermoelectric.powerFactor_gain_and_merit_loss' depends on axioms: [propext, Classical.choice, Quot.sound]
'SeriesThermoelectric.figureOfMerit_series_le' depends on axioms: [propext, Classical.choice, Quot.sound]
```
